# Clausius-Mossotti red shift and Lyddane-Sachs-Teller ratio for identical Lorentz oscillators

**A:** In Gaussian units, take $N$ identical undamped oscillators per volume, each with polarisability $\alpha(\omega)=f/(\omega_0^2-\omega^2)$, and set $p=4\pi Nf$, with $0<p<3\omega_0^2$. If the medium obeys Clausius-Mossotti, its resonance moves down to $\omega_T^2=\omega_0^2-p/3$. With $\omega_L^2=\omega_T^2+p$ and $\omega^2<\omega_T^2$,

$$\varepsilon(\omega)=1+\frac{p}{\omega_T^2-\omega^2}=\frac{\omega_L^2-\omega^2}{\omega_T^2-\omega^2},\qquad \varepsilon(0)=\frac{\omega_L^2}{\omega_T^2}.$$

```lean
import Mathlib

open scoped Real

namespace LocalFieldRedShift

noncomputable section
```

**Q:** Real oscillators are damped. Is that in the definitions?

**A:** Yes. The polarisability is complex, with damping $\gamma$ and time dependence $e^{-i\omega t}$. For a charge $e$ of mass $m$, $f=e^2/m$.

```lean
/-- Polarisability of a Lorentz oscillator with strength `f`, bare frequency `ω₀` and damping `γ`,
on the domain where `ω₀² - ω² - iγω` is not zero. -/
def polarizability (f ω₀ γ ω : ℝ) : ℂ :=
  f / ((ω₀ : ℂ) ^ 2 - (ω : ℂ) ^ 2 - Complex.I * γ * ω)
```

Clausius-Mossotti is a relation between $N$, $\alpha$ and a complex $\varepsilon$, multiplied out.

```lean
/-- The Clausius-Mossotti relation `(ε - 1)/(ε + 2) = 4πNα/3`, written without a quotient. -/
def ClausiusMossotti (N : ℝ) (α ε : ℂ) : Prop :=
  ε - 1 = 4 * π * N * α / 3 * (ε + 2)
```

The next three definitions are real numbers: `plasmaSq` is $p$, and the other two are $\omega_T^2$ and $\omega_L^2$. Nothing in them forces $\omega_T^2$ to be positive.

```lean
/-- The coupling `p = 4πNf` of oscillators of strength `f` at number density `N`. -/
def plasmaSq (N f : ℝ) : ℝ := 4 * π * N * f

/-- The squared transverse frequency `ωT² = ω₀² - p/3`. -/
def transverseSq (N f ω₀ : ℝ) : ℝ := ω₀ ^ 2 - plasmaSq N f / 3

/-- The squared longitudinal frequency `ωL² = ω₀² + 2p/3`. -/
def longitudinalSq (N f ω₀ : ℝ) : ℝ := ω₀ ^ 2 + 2 * plasmaSq N f / 3
```

**Q:** Then "transverse" and "longitudinal" are only names.

**A:** They are tied to an equation of motion for the polarisation amplitude $P$, driven by the local field:

$$(\omega_0^2-\omega^2)P=Nf\left(E+\tfrac{4\pi}{3}P\right).$$

```lean
/-- Undamped oscillators driven by the local field `E + (4π/3)P`: the equation for the
amplitude `P` of the polarisation at frequency `ω`. -/
def PolarizationEq (N f ω₀ ω E P : ℝ) : Prop :=
  (ω₀ ^ 2 - ω ^ 2) * P = N * f * (E + 4 * π / 3 * P)
```

**Q:** And where does Clausius-Mossotti come from?

**A:** From $P=N\alpha(E+\frac{4\pi}{3}P)$ and $\varepsilon E=E+4\pi P$. The second gives $4\pi P=(\varepsilon-1)E$, so the local field is $(\varepsilon+2)E/3$. Multiply the first by $4\pi$:

$$(\varepsilon-1)E=\frac{4\pi N\alpha}{3}(\varepsilon+2)E.$$

Cancel $E\neq0$. Lean does the same: `mul_right_cancel₀` removes $E$, and `linear_combination` combines the two equations.

```lean
/-- If dipoles respond to the local field `E + (4π/3)P` and `εE = E + 4πP` with `E ≠ 0`,
then `ε` obeys the Clausius-Mossotti relation. -/
theorem clausiusMossotti_of_local_field {N : ℝ} {α ε E P : ℂ} (hE : E ≠ 0)
    (hP : P = N * α * (E + 4 * π / 3 * P)) (hD : ε * E = E + 4 * π * P) :
    ClausiusMossotti N α ε := by
  unfold ClausiusMossotti
  apply mul_right_cancel₀ hE
  linear_combination (1 - 4 * π * N * α / 3) * hD + 4 * π * hP
```

The local field itself is assumed. It stands for identical point dipoles on sites of cubic symmetry, where the nearby dipoles contribute no net field, or for a random arrangement in which their contribution is taken to average to zero.

**Q:** Now the two frequencies, please.

**A:** Set $E=0$ with $P\neq0$: then $\omega_0^2-\omega^2=p/3$, so $\omega^2=\omega_T^2$. Set $D=E+4\pi P=0$: the local field is $-\frac{8\pi}{3}P$, so $\omega^2=\omega_0^2+2p/3=\omega_L^2$. The theorem proves both equivalences, again by cancelling $P$. There is no wavevector and no retardation; the two field conditions stand for the long-wavelength modes.

```lean
/-- A nonzero polarisation oscillates freely with `E = 0` exactly at `ω² = ωT²`, and with
`E = -4πP` (no displacement field) exactly at `ω² = ωL²`. -/
theorem free_oscillations {N f ω₀ ω P : ℝ} (hP : P ≠ 0) :
    (PolarizationEq N f ω₀ ω 0 P ↔ ω ^ 2 = transverseSq N f ω₀) ∧
    (PolarizationEq N f ω₀ ω (-(4 * π * P)) P ↔ ω ^ 2 = longitudinalSq N f ω₀) := by
  simp only [PolarizationEq, transverseSq, longitudinalSq, plasmaSq]
  refine ⟨⟨fun h => ?_, fun h => ?_⟩, ⟨fun h => ?_, fun h => ?_⟩⟩
  · apply mul_right_cancel₀ hP
    linear_combination -h
  · linear_combination -P * h
  · apply mul_right_cancel₀ hP
    linear_combination -h
  · linear_combination -P * h
```

For $p>0$ the squares lie on either side of $\omega_0^2$ and differ by $p$.

```lean
/-- For `p > 0` the squared frequencies satisfy `ωT² < ω₀² < ωL²` and `ωL² = ωT² + p`. -/
theorem frequency_order {N f : ℝ} (ω₀ : ℝ) (hp : 0 < plasmaSq N f) :
    transverseSq N f ω₀ < ω₀ ^ 2 ∧ ω₀ ^ 2 < longitudinalSq N f ω₀ ∧
      longitudinalSq N f ω₀ = transverseSq N f ω₀ + plasmaSq N f := by
  simp only [transverseSq, longitudinalSq]
  refine ⟨by linarith, by linarith, by ring⟩
```

**Q:** Does damping spoil the shift?

**A:** No. Write $d=\omega_0^2-\omega^2-i\gamma\omega$. The Clausius-Mossotti coefficient is $p/(3d)$.

```lean
/-- The Clausius-Mossotti coefficient of Lorentz oscillators is `p/3` divided by
`ω₀² - ω² - iγω`. -/
theorem coefficient_eq (N f ω₀ γ ω : ℝ) :
    4 * π * N * polarizability f ω₀ γ ω / 3 =
      (plasmaSq N f : ℂ) / ((ω₀ : ℂ) ^ 2 - (ω : ℂ) ^ 2 - Complex.I * γ * ω) / 3 := by
  simp only [polarizability, plasmaSq]
  push_cast
  ring
```

Multiplying the relation by $d$ gives

$$(\varepsilon-1)d=\tfrac p3(\varepsilon+2)=\tfrac p3(\varepsilon-1)+p,$$

hence $(\varepsilon-1)(d-p/3)=p$. Since $d-p/3=\omega_T^2-\omega^2-i\gamma\omega$, only the resonance has moved.

In the proof, `hd` is this last identity and `h1` the product equation. The steps reverse, so the result is an equivalence. The hypotheses `h0` and `hT` keep both denominators nonzero; without `h0`, Lean's division by zero would set an infinite polarisability to zero.

```lean
/-- Away from the zeros of `ω₀² - ω² - iγω` and `ωT² - ω² - iγω`, the Clausius-Mossotti relation for
damped oscillators holds exactly when `ε = 1 + p/(ωT² - ω² - iγω)`, a Lorentz form with `ωT²` in
place of `ω₀²` and the same damping. -/
theorem clausiusMossotti_iff_lorentz {N f ω₀ γ ω : ℝ} {ε : ℂ}
    (h0 : (ω₀ : ℂ) ^ 2 - (ω : ℂ) ^ 2 - Complex.I * γ * ω ≠ 0)
    (hT : (transverseSq N f ω₀ : ℂ) - (ω : ℂ) ^ 2 - Complex.I * γ * ω ≠ 0) :
    ClausiusMossotti N (polarizability f ω₀ γ ω) ε ↔
      ε = 1 + (plasmaSq N f : ℂ) /
        ((transverseSq N f ω₀ : ℂ) - (ω : ℂ) ^ 2 - Complex.I * γ * ω) := by
  -- the local field subtracts p/3 from the bare denominator
  have hd : (transverseSq N f ω₀ : ℂ) - (ω : ℂ) ^ 2 - Complex.I * γ * ω =
      ((ω₀ : ℂ) ^ 2 - (ω : ℂ) ^ 2 - Complex.I * γ * ω) - (plasmaSq N f : ℂ) / 3 := by
    simp only [transverseSq]
    push_cast
    ring
  unfold ClausiusMossotti
  rw [coefficient_eq, hd]
  rw [hd] at hT
  generalize (ω₀ : ℂ) ^ 2 - (ω : ℂ) ^ 2 - Complex.I * γ * ω = d at h0 hT ⊢
  generalize (plasmaSq N f : ℂ) = q at hT ⊢
  have e : q / d * d = q := div_mul_cancel₀ q h0
  constructor
  · intro h
    have h1 : (ε - 1) * (d - q / 3) = q := by
      linear_combination d * h + (ε + 2) / 3 * e
    have h2 : ε - 1 = q / (d - q / 3) := (eq_div_iff hT).2 h1
    linear_combination h2
  · intro h
    have e2 : q / (d - q / 3) * (d - q / 3) = q := div_mul_cancel₀ q hT
    have h1 : (ε - 1) * (d - q / 3) = q := by
      linear_combination e2 + (d - q / 3) * h
    apply mul_right_cancel₀ h0
    linear_combination h1 - (ε + 2) / 3 * e
```

**Q:** Where could I go wrong by hand?

**A:** By putting $\omega_T$ into $\alpha$ and then applying Clausius-Mossotti, which counts the shift twice. The polarisability belongs to the isolated oscillator and carries $\omega_0$.

**Q:** And the undamped formula you opened with?

**A:** Put $\gamma=0$. Below the shifted resonance, $\omega_0^2-\omega^2>\omega_T^2-\omega^2>0$, which supplies `h0` and `hT`. A common denominator and $\omega_L^2=\omega_T^2+p$ give the second form. The casts in the statement say that $\varepsilon$ is real.

```lean
/-- Local-field red shift: for undamped oscillators with `p > 0` and `ω² < ωT²`, Clausius-Mossotti
gives `ε = 1 + p/(ωT² - ω²) = (ωL² - ω²)/(ωT² - ω²)`. -/
theorem local_field_red_shift {N f ω₀ ω : ℝ} {ε : ℂ} (hp : 0 < plasmaSq N f)
    (hω : ω ^ 2 < transverseSq N f ω₀)
    (h : ClausiusMossotti N (polarizability f ω₀ 0 ω) ε) :
    ε = ((1 + plasmaSq N f / (transverseSq N f ω₀ - ω ^ 2) : ℝ) : ℂ) ∧
    ε = (((longitudinalSq N f ω₀ - ω ^ 2) / (transverseSq N f ω₀ - ω ^ 2) : ℝ) : ℂ) := by
  obtain ⟨hlt, -, hL⟩ := frequency_order ω₀ hp
  have hs : transverseSq N f ω₀ - ω ^ 2 ≠ 0 := (sub_pos.2 hω).ne'
  -- both denominators are positive below the shifted resonance
  have h0 : (ω₀ : ℂ) ^ 2 - (ω : ℂ) ^ 2 - Complex.I * (0 : ℝ) * ω ≠ 0 := by
    intro hz
    have hc : ((ω₀ ^ 2 - ω ^ 2 : ℝ) : ℂ) = 0 := by
      push_cast at hz ⊢
      linear_combination hz
    have hr := Complex.ofReal_eq_zero.1 hc
    linarith
  have hT : (transverseSq N f ω₀ : ℂ) - (ω : ℂ) ^ 2 - Complex.I * (0 : ℝ) * ω ≠ 0 := by
    intro hz
    have hc : ((transverseSq N f ω₀ - ω ^ 2 : ℝ) : ℂ) = 0 := by
      push_cast at hz ⊢
      linear_combination hz
    exact hs (Complex.ofReal_eq_zero.1 hc)
  have h1 : ε = ((1 + plasmaSq N f / (transverseSq N f ω₀ - ω ^ 2) : ℝ) : ℂ) := by
    rw [(clausiusMossotti_iff_lorentz h0 hT).1 h]
    push_cast
    simp
  have h2 : (longitudinalSq N f ω₀ - ω ^ 2) / (transverseSq N f ω₀ - ω ^ 2) =
      1 + plasmaSq N f / (transverseSq N f ω₀ - ω ^ 2) := by
    rw [div_eq_iff hs, add_mul, div_mul_cancel₀ _ hs, hL]
    ring
  exact ⟨h1, by rw [h2]; exact h1⟩
```

At $\omega=0$ the condition becomes $\omega_T^2>0$, and the quotient is the Lyddane-Sachs-Teller ratio. Here it holds for a single resonance with no electronic background, so $\varepsilon\to1$ at high frequency.

```lean
/-- Lyddane-Sachs-Teller relation for the Clausius-Mossotti medium: if `p > 0` and `ωT² > 0`,
the static dielectric constant is `ωL²/ωT²`. -/
theorem lyddane_sachs_teller {N f ω₀ : ℝ} {ε : ℂ} (hp : 0 < plasmaSq N f)
    (hT : 0 < transverseSq N f ω₀)
    (h : ClausiusMossotti N (polarizability f ω₀ 0 0) ε) :
    ε = ((longitudinalSq N f ω₀ / transverseSq N f ω₀ : ℝ) : ℂ) := by
  have h1 := (local_field_red_shift hp (by simpa using hT) h).2
  simpa using h1
```

**Q:** What happens at the edge, $\omega^2=\omega_T^2$?

**A:** Then $d=p/3$ and the coefficient is one. The relation reads $\varepsilon-1=\varepsilon+2$, which no $\varepsilon$ satisfies. The proof reduces it to $3=0$.

```lean
/-- Without damping and with `p ≠ 0`, no dielectric constant satisfies the Clausius-Mossotti
relation at `ω² = ωT²`. -/
theorem no_dielectric_constant_at_resonance {N f ω₀ ω : ℝ} (hp : plasmaSq N f ≠ 0)
    (hω : ω ^ 2 = transverseSq N f ω₀) (ε : ℂ) :
    ¬ ClausiusMossotti N (polarizability f ω₀ 0 ω) ε := by
  intro h
  have hq : (plasmaSq N f : ℂ) ≠ 0 := Complex.ofReal_ne_zero.2 hp
  have hw : (ω : ℂ) ^ 2 = (transverseSq N f ω₀ : ℂ) := by
    rw [← hω, Complex.ofReal_pow]
  have hd : (ω₀ : ℂ) ^ 2 - (ω : ℂ) ^ 2 - Complex.I * (0 : ℝ) * ω = (plasmaSq N f : ℂ) / 3 := by
    rw [hw]
    simp only [transverseSq]
    push_cast
    ring
  -- the coefficient equals one, so the relation reads ε - 1 = ε + 2
  have hone : (plasmaSq N f : ℂ) / ((plasmaSq N f : ℂ) / 3) / 3 = 1 := by
    field_simp
  unfold ClausiusMossotti at h
  rw [coefficient_eq, hd, hone] at h
  have h3 : (3 : ℂ) = 0 := by linear_combination -h
  norm_num at h3

end

end LocalFieldRedShift
```

This includes a static limiting case: as $p$ rises to $3\omega_0^2$ with $\omega_0\neq0$, $\omega_T^2$ falls to zero and $\varepsilon(0)$ grows without bound. That is the polarisation catastrophe.

**Q:** Does this matter for simulation?

**A:** For polarisable models built from Drude oscillators, it shows how a site's frequency differs from the medium's transverse frequency, provided that the sites are identical and feel the Lorentz local field.

```lean
#print axioms LocalFieldRedShift.clausiusMossotti_of_local_field
-- 'LocalFieldRedShift.clausiusMossotti_of_local_field' depends on axioms: [propext, Classical.choice, Quot.sound]
#print axioms LocalFieldRedShift.free_oscillations
-- 'LocalFieldRedShift.free_oscillations' depends on axioms: [propext, Classical.choice, Quot.sound]
#print axioms LocalFieldRedShift.lyddane_sachs_teller
-- 'LocalFieldRedShift.lyddane_sachs_teller' depends on axioms: [propext, Classical.choice, Quot.sound]
#print axioms LocalFieldRedShift.no_dielectric_constant_at_resonance
-- 'LocalFieldRedShift.no_dielectric_constant_at_resonance' depends on axioms: [propext, Classical.choice, Quot.sound]
```
